# The Cayley transform maps Bogoliubov–de Gennes Hamiltonians bijectively onto Bogoliubov matrices without eigenvalue −1, all of determinant 1

The quadratic Hamiltonians of $N$ fermionic modes and the linear operator changes that preserve the anticommutation relations can both be described by matrices. Here the annihilation and creation operators are stacked into $\Psi=(c,c^\dagger)^T$. A Hamiltonian $\tfrac12\Psi^\dagger H\Psi$, in dimensionless units, and a transformation $\Psi'=W\Psi$ both become $2N\times2N$ complex matrices. The matrix $S$ swaps the two blocks, and a bar denotes entrywise conjugation.

The Cayley transform is $W=(1+iH)(1-iH)^{-1}$. For a finite system with a mean-field Hamiltonian $H_{\rm BdG}$, a Crank–Nicolson step of length $\tau$ is this transform at $H=-\tau H_{\rm BdG}/(2\hbar)$, so the step preserves the anticommutation relations.

```lean
import Mathlib

open Matrix
open Complex (I)
open scoped ComplexOrder

namespace BogoliubovCayley

noncomputable section

variable {n : Type*} [Fintype n] [DecidableEq n]
```

In Lean, `n` is the finite set of mode labels, not their number, and `n ⊕ n` labels particle and hole amplitudes.

```lean
/-- Complex matrices on the doubled space of particle and hole amplitudes. -/
abbrev NambuMatrix (n : Type*) := Matrix (n ⊕ n) (n ⊕ n) ℂ

/-- The matrix `S` that exchanges the particle block and the hole block. -/
def blockSwap (n : Type*) [DecidableEq n] : NambuMatrix n := fromBlocks 0 1 1 0

/-- Particle-hole conjugation `A ↦ S conj(A) S`. -/
def phConj (A : NambuMatrix n) : NambuMatrix n :=
  blockSwap n * A.map (starRingEnd ℂ) * blockSwap n
```

The next two sets collect the hypotheses. Despite its name, `cayleyDomain` is the image of the map $H\mapsto W$; it is the domain of the inverse map. `IsUnit` means invertible.

```lean
/-- Bogoliubov-de Gennes Hamiltonians: Hermitian `H` with `S conj(H) S = -H`. -/
def bdgHamiltonians (n : Type*) [Fintype n] [DecidableEq n] : Set (NambuMatrix n) :=
  {H | H.IsHermitian ∧ phConj H = -H}

/-- Bogoliubov transformations `W`, that is unitary with `S conj(W) S = W`, for which
`1 + W` is invertible. -/
def cayleyDomain (n : Type*) [Fintype n] [DecidableEq n] : Set (NambuMatrix n) :=
  {W | W ∈ unitaryGroup (n ⊕ n) ℂ ∧ phConj W = W ∧ IsUnit (1 + W)}

/-- The Cayley transform `(1 + iH)(1 - iH)⁻¹`, meant for `H` with `1 - iH` invertible. -/
def cayley (H : NambuMatrix n) : NambuMatrix n := (1 + I • H) * (1 - I • H)⁻¹
```

The operators themselves do not appear in Lean. Passing from $W$ to a unitary on Fock space, where $\det W=\pm1$ tells whether fermion parity is kept or reversed, is a separate step that is not proved here.

## Particle-hole symmetry: $S\bar HS=-H$ and $S\bar WS=W$

The lower half of $\Psi$ is the adjoint of the upper half. For $W$, the symmetry says that this remains true of $\Psi'$. For Hermitian $H$, it selects one matrix among those that give the same operator up to an additive constant.

Write $C(A)=S\bar AS$, which is `phConj A`. Since $S^2=1$,

$$C(aA+bB)=\bar a\,C(A)+\bar b\,C(B),\qquad C(AB)=S\bar A\,SS\,\bar BS=C(A)C(B),$$

and $\det C(A)=(\det S)^2\,\overline{\det A}=\overline{\det A}$. The following lemmas state these rules, together with $C(1)=S^2=1$ and, when $C(W)=W$, the consequence $C(1+W)=1+W$.

```lean
lemma blockSwap_mul_self : blockSwap n * blockSwap n = 1 := by
  simp [blockSwap, fromBlocks_multiply]

lemma phConj_one : phConj (1 : NambuMatrix n) = 1 := by
  have h : (1 : NambuMatrix n).map (starRingEnd ℂ) = 1 :=
    Matrix.map_one _ (map_zero _) (map_one _)
  unfold phConj
  rw [h, mul_one, blockSwap_mul_self]

/-- Particle-hole conjugation is antilinear. -/
theorem phConj_antilinear (a b : ℂ) (A B : NambuMatrix n) :
    phConj (a • A + b • B) = starRingEnd ℂ a • phConj A + starRingEnd ℂ b • phConj B := by
  have h : (a • A + b • B).map (starRingEnd ℂ) =
      starRingEnd ℂ a • A.map (starRingEnd ℂ) + starRingEnd ℂ b • B.map (starRingEnd ℂ) := by
    ext i j
    simp
  unfold phConj
  rw [h]
  simp only [mul_add, add_mul, Matrix.mul_smul, Matrix.smul_mul]

/-- Particle-hole conjugation respects products. -/
theorem phConj_mul (A B : NambuMatrix n) : phConj (A * B) = phConj A * phConj B := by
  unfold phConj
  rw [Matrix.map_mul]
  calc _ = blockSwap n * A.map (starRingEnd ℂ) * (blockSwap n * blockSwap n)
        * B.map (starRingEnd ℂ) * blockSwap n := by
          rw [blockSwap_mul_self]
          simp only [mul_assoc, one_mul]
    _ = _ := by simp only [mul_assoc]

lemma phConj_one_add {W : NambuMatrix n} (hW : phConj W = W) : phConj (1 + W) = 1 + W := by
  have h := phConj_antilinear 1 1 1 W
  simpa only [one_smul, map_one, phConj_one, hW] using h

lemma det_phConj (A : NambuMatrix n) : (phConj A).det = star A.det := by
  have hs : (blockSwap n).det * (blockSwap n).det = 1 := by
    rw [← det_mul, blockSwap_mul_self, det_one]
  have hc : (A.map (starRingEnd ℂ)).det = star A.det :=
    (RingHom.map_det (starRingEnd ℂ) A).symm
  unfold phConj
  rw [det_mul, det_mul, hc]
  linear_combination (star A.det) * hs
```

If $C(H)=-H$, antilinearity gives $C(1\pm iH)=1\mp iC(H)=1\pm iH$. Applying $C$ to $W(1-iH)=1+iH$ then gives $C(W)(1-iH)=W(1-iH)$, hence $C(W)=W$ once $1-iH$ is invertible.

Without the symmetry, take $N=1$ and $H=1$. Then $W=i\,1$ is unitary and $1+W$ is invertible, but $C(W)=-W$ and $\det W=-1$.

## Hermitian $H$, unitary $W$

Hermiticity makes the energies real; unitarity of $W$, together with its particle-hole symmetry, preserves the anticommutation relations. For Hermitian $H$,

$$(1+iH)(1-iH)=1+H^2=1+H^\dagger H$$

is positive definite. Its determinant is nonzero, so both factors are invertible. Consequently

$$W(1-iH)=1+iH,\qquad (1+W)(1-iH)=2 .$$

```lean
/-- For Hermitian `H` both `1 + iH` and `1 - iH` are invertible. -/
theorem isUnit_one_add_sub {H : NambuMatrix n} (hH : H.IsHermitian) :
    IsUnit (1 + I • H) ∧ IsUnit (1 - I • H) := by
  -- the product of the two factors is the positive definite matrix 1 + H†H
  have hpos : (1 + Hᴴ * H).PosDef :=
    Matrix.PosDef.one.add_posSemidef (posSemidef_conjTranspose_mul_self H)
  have hX : ∀ X : NambuMatrix n, (1 + X) * (1 - X) = 1 - X * X := fun X => by noncomm_ring
  have hfac : (1 + I • H) * (1 - I • H) = 1 + Hᴴ * H := by
    rw [hX, hH.eq, Matrix.smul_mul, Matrix.mul_smul, smul_smul, Complex.I_mul_I]
    module
  have hdet := hpos.det_pos.ne'
  rw [← hfac, det_mul] at hdet
  exact ⟨(isUnit_iff_isUnit_det _).2 (isUnit_iff_ne_zero.2 (left_ne_zero_of_mul hdet)),
    (isUnit_iff_isUnit_det _).2 (isUnit_iff_ne_zero.2 (right_ne_zero_of_mul hdet))⟩

lemma cayley_mul {H : NambuMatrix n} (hH : H.IsHermitian) :
    cayley H * (1 - I • H) = 1 + I • H := by
  unfold cayley
  rw [Matrix.mul_assoc, nonsing_inv_mul _
    ((isUnit_iff_isUnit_det _).1 (isUnit_one_add_sub hH).2), mul_one]

lemma one_add_cayley_mul {H : NambuMatrix n} (hH : H.IsHermitian) :
    (1 + cayley H) * (1 - I • H) = (2 : ℂ) • (1 : NambuMatrix n) := by
  rw [add_mul, one_mul, cayley_mul hH]
  module
```

The adjoint of the first relation is $(1+iH)W^\dagger=1-iH$. Multiplying the two,

$$(1+iH)\,W^\dagger W\,(1-iH)=(1-iH)(1+iH)=(1+iH)(1-iH),$$

and cancelling the outer factors leaves $W^\dagger W=1$. The second relation shows that $\tfrac12(1-iH)$ is the inverse of $1+W$. The three parts of `cayley_mem` are unitarity, particle-hole symmetry and this inverse; `mul_left_cancel` and `mul_right_cancel` perform the cancellations.

```lean
/-- The Cayley transform of a Bogoliubov-de Gennes Hamiltonian is a Bogoliubov
transformation `W` with `1 + W` invertible. -/
theorem cayley_mem {H : NambuMatrix n} (h : H ∈ bdgHamiltonians n) :
    cayley H ∈ cayleyDomain n := by
  obtain ⟨hH, hph⟩ := h
  obtain ⟨hP, hQ⟩ := isUnit_one_add_sub hH
  have hW := cayley_mul hH
  refine ⟨?_, ?_, ?_⟩
  · -- unitarity: sandwich W†W between the invertible factors
    have hQs : (1 - I • H)ᴴ = 1 + I • H := by
      rw [conjTranspose_sub, conjTranspose_one, conjTranspose_smul, hH.eq,
        Complex.star_def, Complex.conj_I]
      module
    have hPs : (1 + I • H)ᴴ = 1 - I • H := by rw [← hQs, conjTranspose_conjTranspose]
    have hs : (1 + I • H) * (cayley H)ᴴ = 1 - I • H := by
      rw [← hPs, ← hW, conjTranspose_mul, hQs, hW]
    have hX : ∀ X : NambuMatrix n, (1 - X) * (1 + X) = (1 + X) * 1 * (1 - X) :=
      fun X => by noncomm_ring
    rw [mem_unitaryGroup_iff', star_eq_conjTranspose]
    apply hP.mul_left_cancel
    apply hQ.mul_right_cancel
    calc _ = ((1 + I • H) * (cayley H)ᴴ) * (cayley H * (1 - I • H)) := by
          simp only [mul_assoc]
      _ = _ := by rw [hs, hW, hX]
  · -- both factors are invariant under particle-hole conjugation
    have hp : phConj (1 + I • H) = 1 + I • H := by
      rw [show 1 + I • H = (1 : ℂ) • (1 : NambuMatrix n) + I • H by module,
        phConj_antilinear, phConj_one, hph, map_one, Complex.conj_I]
      module
    have hq : phConj (1 - I • H) = 1 - I • H := by
      rw [show 1 - I • H = (1 : ℂ) • (1 : NambuMatrix n) + (-I) • H by module,
        phConj_antilinear, phConj_one, hph, map_one, map_neg, Complex.conj_I]
      module
    have e := phConj_mul (cayley H) (1 - I • H)
    rw [hW, hp, hq] at e
    exact hQ.mul_right_cancel (e.symm.trans hW.symm)
  · have e : (1 + cayley H) * ((1 / 2 : ℂ) • (1 - I • H)) = 1 := by
      rw [Matrix.mul_smul, one_add_cayley_mul hH, smul_smul]
      norm_num
    exact ⟨⟨_, _, e, mul_eq_one_comm.mp e⟩, rfl⟩
```

Without Hermiticity, $H=-\tfrac i2\,1$ still satisfies $C(H)=-H$, but it gives $W=3\cdot1$, which for $N\ge1$ is neither unitary nor of determinant 1.

## Invertible $1+W$

This condition says that $W$ reverses the sign of no nonzero vector. It enters the determinant first. Unitarity gives $W(1+W)^\dagger=W+1$, and particle-hole symmetry makes $\det(1+W)$ real, so

$$\det W\,\det(1+W)=\det(1+W).$$

The common factor is nonzero, hence $\det W=1$. In Lean, `hf` is the matrix identity, `hd` the reality, and `mul_right_cancel₀` the division.

```lean
/-- A Bogoliubov transformation `W` with `1 + W` invertible has determinant 1. -/
theorem det_eq_one {W : NambuMatrix n} (h : W ∈ cayleyDomain n) : W.det = 1 := by
  obtain ⟨hU, hW, hinv⟩ := h
  have hWW : W * Wᴴ = 1 := mem_unitaryGroup_iff.1 hU
  -- det (1 + W) is real, and W (1 + W)† = 1 + W
  have hd : star (1 + W).det = (1 + W).det := by
    have e := det_phConj (1 + W)
    rw [phConj_one_add hW] at e
    exact e.symm
  have hf : W * (1 + W)ᴴ = 1 + W := by
    rw [conjTranspose_add, conjTranspose_one, mul_add, mul_one, hWW, add_comm]
  have e := congrArg Matrix.det hf
  rw [det_mul, det_conjTranspose, hd] at e
  exact mul_right_cancel₀ ((isUnit_iff_isUnit_det _).1 hinv).ne_zero
    (e.trans (one_mul _).symm)
```

It is also what allows $H$ to be recovered. If $H$ and $H'$ give the same $W$, then $(1+W)(1-iH)=2=(1+W)(1-iH')$, so $H=H'$. For a given $W$, define $H=i(1-W)(1+W)^{-1}$, so that $H(1+W)=i(1-W)$. Three checks remain.

- **Hermiticity.** By $W^\dagger W=1$,
$$(1+W)^\dagger H^\dagger(1+W)=-i(1-W^\dagger)(1+W)=i(W^\dagger-W),$$
$$(1+W)^\dagger H(1+W)=i(1+W^\dagger)(1-W)=i(W^\dagger-W).$$
Cancelling gives $H^\dagger=H$.
- **Particle-hole symmetry.** $C(H)(1+W)=C(i(1-W))=-i(1-W)=-H(1+W)$, so $C(H)=-H$.
- **Return to $W$.** $(1+iH)(1+W)=2W$ and $(1-iH)(1+W)=2$. Hence $1+iH=W(1-iH)$, and $W$ is the Cayley transform of $H$.

These are `hH`, `hph` and `hPQ` below. `Set.BijOn` states that the map sends the first set into the second, is injective there, and reaches every element of the second.

```lean
/-- The Cayley transform is a bijection from Bogoliubov-de Gennes Hamiltonians onto
Bogoliubov transformations `W` with `1 + W` invertible, and all these `W` have determinant 1. -/
theorem cayley_parametrisation :
    Set.BijOn cayley (bdgHamiltonians n) (cayleyDomain n) ∧
      ∀ W ∈ cayleyDomain n, W.det = 1 := by
  refine ⟨⟨fun H h => cayley_mem h, ?_, ?_⟩, fun W h => det_eq_one h⟩
  · -- injectivity: (1 + W)(1 - iH) = 2 determines H
    intro H h H' h' heq
    have e : (1 + cayley H) * (1 - I • H) = (1 + cayley H) * (1 - I • H') := by
      rw [one_add_cayley_mul h.1, heq, one_add_cayley_mul h'.1]
    have e' := sub_right_inj.mp ((cayley_mem h).2.2.mul_left_cancel e)
    have e'' := congrArg (fun X => (-I) • X) e'
    simpa [smul_smul] using e''
  · -- surjectivity: solve H (1 + W) = i (1 - W)
    rintro W ⟨hU, hW, hinv⟩
    have hWW : Wᴴ * W = 1 := mem_unitaryGroup_iff'.1 hU
    obtain ⟨H, hH1⟩ : ∃ H : NambuMatrix n, H * (1 + W) = I • (1 - W) :=
      ⟨I • ((1 - W) * (1 + W)⁻¹), by
        rw [Matrix.smul_mul, Matrix.mul_assoc,
          nonsing_inv_mul _ ((isUnit_iff_isUnit_det _).1 hinv), mul_one]⟩
    have hH : H.IsHermitian := by
      have hs : IsUnit (1 + W)ᴴ := hinv.star
      have h2 : (1 + W)ᴴ * Hᴴ = (-I) • (1 - Wᴴ) := by
        rw [← conjTranspose_mul, hH1, conjTranspose_smul, conjTranspose_sub,
          conjTranspose_one, Complex.star_def, Complex.conj_I]
      have e1 : (1 - Wᴴ) * (1 + W) = W - Wᴴ := by
        simp only [sub_mul, mul_add, one_mul, mul_one, hWW]
        abel
      have e2 : (1 + Wᴴ) * (1 - W) = Wᴴ - W := by
        simp only [add_mul, mul_sub, one_mul, mul_one, hWW]
        abel
      apply hs.mul_left_cancel
      apply hinv.mul_right_cancel
      rw [h2, Matrix.smul_mul, e1, Matrix.mul_assoc, hH1, Matrix.mul_smul,
        conjTranspose_add, conjTranspose_one, e2]
      module
    have hph : phConj H = -H := by
      apply hinv.mul_right_cancel
      calc phConj H * (1 + W) = phConj (H * (1 + W)) := by
            rw [phConj_mul, phConj_one_add hW]
        _ = -H * (1 + W) := by
            rw [neg_mul, hH1,
              show I • (1 - W) = I • (1 : NambuMatrix n) + (-I) • W by module,
              phConj_antilinear, phConj_one, hW, map_neg, Complex.conj_I]
            module
    have hPQ : 1 + I • H = W * (1 - I • H) := by
      apply hinv.mul_right_cancel
      calc (1 + I • H) * (1 + W) = (2 : ℂ) • W := by
            rw [add_mul, one_mul, Matrix.smul_mul, hH1, smul_smul, Complex.I_mul_I]
            module
        _ = W * (1 - I • H) * (1 + W) := by
            rw [Matrix.mul_assoc, sub_mul, one_mul, Matrix.smul_mul, hH1, smul_smul,
              Complex.I_mul_I, show 1 + W - (-1 : ℂ) • (1 - W) =
                (2 : ℂ) • (1 : NambuMatrix n) by module, Matrix.mul_smul, mul_one]
    exact ⟨H, ⟨hH, hph⟩,
      (isUnit_one_add_sub hH).2.mul_right_cancel ((cayley_mul hH).trans hPQ)⟩
```

## Antisymmetric pairing

The usual mean-field Hamiltonian meets the conditions on $H$. Let $h$ be the Hermitian one-particle matrix and $\Delta$ the pairing matrix, with $\Delta^T=-\Delta$ because creation operators anticommute. Then

$$H=\begin{pmatrix}h&\Delta\\-\bar\Delta&-\bar h\end{pmatrix}$$

is Hermitian, since $\Delta^\dagger=-\bar\Delta$. Conjugating its entries and swapping the blocks gives $-H$. Lean checks this block by block.

```lean
/-- A Hermitian one-particle matrix `h` and an antisymmetric pairing matrix `Δ` give a
Bogoliubov-de Gennes Hamiltonian with blocks `h`, `Δ`, `-conj(Δ)`, `-conj(h)`. -/
theorem pairing_hamiltonian_mem {h Δ : Matrix n n ℂ} (hh : h.IsHermitian) (hΔ : Δᵀ = -Δ) :
    fromBlocks h Δ (-(Δ.map (starRingEnd ℂ))) (-(h.map (starRingEnd ℂ)))
      ∈ bdgHamiltonians n := by
  have hΔ' : ∀ i j, Δ j i = -Δ i j := fun i j => congrFun (congrFun hΔ i) j
  constructor
  · ext i j
    rcases i with i | i <;> rcases j with j | j
    · exact hh.apply i j
    · change star (-star (Δ j i)) = Δ i j
      rw [star_neg, star_star, hΔ' i j, neg_neg]
    · change star (Δ j i) = -star (Δ i j)
      rw [hΔ' i j, star_neg]
    · change star (-star (h j i)) = -star (h i j)
      rw [star_neg, star_star, ← hh.apply i j, star_star]
  · unfold phConj blockSwap
    rw [fromBlocks_map, fromBlocks_multiply, fromBlocks_multiply, fromBlocks_neg]
    congr 1 <;> ext i j <;> simp
```

For two modes take $h=1$ and $\Delta_{12}=-\Delta_{21}=1$. The matrix $H$ splits into $K_\pm=\begin{pmatrix}1&\pm1\\\pm1&-1\end{pmatrix}$, acting on $(c_1,c_2^\dagger)$ and $(c_2,c_1^\dagger)$ respectively. Since $K_\pm^2=2$,

$$W_\pm=\frac{(1+iK_\pm)^2}{1+2}=\frac13\begin{pmatrix}-1+2i&\pm2i\\\pm2i&-1-2i\end{pmatrix}.$$

Each row has squared norm $(5+4)/9=1$, and each block has determinant $(5+4)/9=1$, so $\det W=1$.

## Transformations with eigenvalue −1

If a Bogoliubov matrix has $\det W\ne1$, the determinant argument forces $\det(1+W)=0$, and some $v\neq0$ satisfies $Wv=-v$.

```lean
/-- A Bogoliubov transformation whose determinant is not 1 reverses the sign of some
nonzero vector. -/
theorem exists_sign_reversed {W : NambuMatrix n} (hU : W ∈ unitaryGroup (n ⊕ n) ℂ)
    (hW : phConj W = W) (hdet : W.det ≠ 1) : ∃ v, v ≠ 0 ∧ W *ᵥ v = -v := by
  have h0 : (1 + W).det = 0 := by
    by_contra hne
    exact hdet (det_eq_one ⟨hU, hW, (isUnit_iff_isUnit_det _).2 (isUnit_iff_ne_zero.2 hne)⟩)
  obtain ⟨v, hv, e⟩ := exists_mulVec_eq_zero_iff.2 h0
  rw [add_mulVec, one_mulVec] at e
  exact ⟨v, hv, eq_neg_of_add_eq_zero_right e⟩
```

The full particle-hole exchange $W=S$ is an example when $N$ is odd. It is unitary and particle-hole symmetric, and

$$S\begin{pmatrix}1&0\\1&1\end{pmatrix}=\begin{pmatrix}1&1\\1&0\end{pmatrix}$$

gives $\det S=\det(0-1)=(-1)^N$. For even $N\ge2$ the determinant is 1, yet $S(x,-x)^T=-(x,-x)^T$, so $S$ is still not the Cayley transform of any Hamiltonian in the set.

```lean
/-- The exchange of particles and holes in all modes is a Bogoliubov transformation, with
determinant `-1` to the power of the number of modes. -/
theorem blockSwap_bogoliubov :
    blockSwap n ∈ unitaryGroup (n ⊕ n) ℂ ∧ phConj (blockSwap n) = blockSwap n ∧
      (blockSwap n).det = (-1) ^ Fintype.card n := by
  refine ⟨?_, ?_, ?_⟩
  · have hs : (blockSwap n)ᴴ = blockSwap n := by
      simp [blockSwap, fromBlocks_conjTranspose]
    rw [mem_unitaryGroup_iff, star_eq_conjTranspose, hs, blockSwap_mul_self]
  · have hc : (blockSwap n).map (starRingEnd ℂ) = blockSwap n := by
      simp [blockSwap, fromBlocks_map]
    unfold phConj
    rw [hc, blockSwap_mul_self, one_mul]
  · -- a block-triangular factor of determinant 1 brings S to a form with unit corner
    have h : blockSwap n * fromBlocks 1 0 1 1 = fromBlocks 1 1 1 0 := by
      simp [blockSwap, fromBlocks_multiply]
    have e := congrArg Matrix.det h
    rw [det_mul, det_fromBlocks_one₁₁, det_fromBlocks_one₁₁] at e
    simpa [Matrix.det_neg] using e

end

end BogoliubovCayley
```

```lean
#print axioms BogoliubovCayley.cayley_parametrisation
-- 'BogoliubovCayley.cayley_parametrisation' depends on axioms: [propext, Classical.choice, Quot.sound]
#print axioms BogoliubovCayley.pairing_hamiltonian_mem
-- 'BogoliubovCayley.pairing_hamiltonian_mem' depends on axioms: [propext, Classical.choice, Quot.sound]
#print axioms BogoliubovCayley.exists_sign_reversed
-- 'BogoliubovCayley.exists_sign_reversed' depends on axioms: [propext, Classical.choice, Quot.sound]
#print axioms BogoliubovCayley.blockSwap_bogoliubov
-- 'BogoliubovCayley.blockSwap_bogoliubov' depends on axioms: [propext, Classical.choice, Quot.sound]
```
